# Logarithmic sensitivity of the Landau-Zener transmission 2p/(1+p) to the coupling

In the model, a single passage has hop probability p = 1 − exp(−x), with Landau-Zener exponent x = cV² for coupling V and a constant c, and the multiple-passage transmission is taken to be T = 2p/(1+p). The failing theorem, `logSensitivity_transmission`, states that for c > 0 and V > 0 the logarithmic sensitivity V T′(V)/T(V) equals 2x/((exp(x) − 1)(2 − exp(−x))). The attempt inserts the derivative of T from the preceding theorem and rewrites exp(x) − 1 in terms of exp(−x). It then replaces exp(−x) by a variable `E`, shows that the denominators are nonzero, and leaves the remaining algebra to `field_simp` and `ring`.

Lean 4 with Mathlib refuses this proof:

```lean
import Mathlib

open Filter Topology Set

namespace LogSensitivityTransmission

noncomputable section

/-- Hop probability `1 - exp (-x)` of a single passage with Landau-Zener exponent `x`. -/
def hopProb (x : ℝ) : ℝ := 1 - Real.exp (-x)

/-- Multiple-passage transmission `2p/(1+p)` as a function of the coupling `V`, with exponent
`c V ^ 2`; its domain is `c ≥ 0`. -/
def transmission (c V : ℝ) : ℝ :=
  2 * hopProb (c * V ^ 2) / (1 + hopProb (c * V ^ 2))

/-- Logarithmic sensitivity `V f'(V) / f(V)` of a quantity `f` to the coupling `V`, for
`f` differentiable at `V` with `f V ≠ 0`. -/
def logSensitivity (f : ℝ → ℝ) (V : ℝ) : ℝ := V * deriv f V / f V

/-- The function `2x / ((exp x - 1) (2 - exp (-x)))` of the Landau-Zener exponent `x > 0`. -/
def crossover (x : ℝ) : ℝ :=
  2 * x / ((Real.exp x - 1) * (2 - Real.exp (-x)))

/-- For `c ≥ 0` the transmission has an explicit derivative with respect to the coupling. -/
theorem hasDerivAt_transmission {c : ℝ} (hc : 0 ≤ c) (V : ℝ) :
    HasDerivAt (transmission c)
      (4 * c * V * Real.exp (-(c * V ^ 2)) / (2 - Real.exp (-(c * V ^ 2))) ^ 2) V := by
  have hE : HasDerivAt (fun v : ℝ => Real.exp (-(c * v ^ 2)))
      (Real.exp (-(c * V ^ 2)) * (-(c * (2 * V)))) V :=
    (((hasDerivAt_pow 2 V).const_mul c).fun_neg.exp).congr_deriv (by norm_num)
  have hp : HasDerivAt (fun v : ℝ => 1 - Real.exp (-(c * v ^ 2)))
      (Real.exp (-(c * V ^ 2)) * (2 * c * V)) V :=
    (hE.const_sub 1).congr_deriv (by ring)
  have hle : Real.exp (-(c * V ^ 2)) ≤ 1 :=
    Real.exp_le_one_iff.2 (neg_nonpos.2 (by positivity))
  have hne : 1 + (1 - Real.exp (-(c * V ^ 2))) ≠ 0 := by linarith
  -- quotient rule for 2p/(1+p)
  have h := (hp.const_mul 2).fun_div (hp.const_add 1) hne
  refine HasDerivAt.congr_deriv (f := transmission c) h ?_
  have e : 1 + (1 - Real.exp (-(c * V ^ 2))) = 2 - Real.exp (-(c * V ^ 2)) := by ring
  rw [e]
  congr 1
  ring

/-- For `c, V > 0` the logarithmic sensitivity of the transmission to the coupling is the
crossover function of the exponent `c V ^ 2`. -/
theorem logSensitivity_transmission {c V : ℝ} (hc : 0 < c) (hV : 0 < V) :
    logSensitivity (transmission c) V = crossover (c * V ^ 2) := by
  have hx : 0 < c * V ^ 2 := by positivity
  have hlt : Real.exp (-(c * V ^ 2)) < 1 := Real.exp_lt_one (neg_lt_zero.2 hx)
  have hpos := Real.exp_pos (-(c * V ^ 2))
  have hexp : Real.exp (c * V ^ 2) - 1
      = (1 - Real.exp (-(c * V ^ 2))) / Real.exp (-(c * V ^ 2)) := by
    rw [eq_div_iff hpos.ne', sub_mul, ← Real.exp_add]
    simp
  have e : 1 + (1 - Real.exp (-(c * V ^ 2))) = 2 - Real.exp (-(c * V ^ 2)) := by ring
  simp only [logSensitivity, (hasDerivAt_transmission hc.le V).deriv, transmission, hopProb,
    crossover]
  rw [hexp, e]
  generalize Real.exp (-(c * V ^ 2)) = E at hlt hpos
  have h1 : 1 - E ≠ 0 := by linarith
  have h2 : 2 - E ≠ 0 := by linarith
  have h3 : E ≠ 0 := hpos.ne'
  field_simp <;> ring

end

end LogSensitivityTransmission
```

Compiling this gives:

```
Main.lean:51:44: error(lean.unknownIdentifier): Unknown constant `Real.exp_lt_one`
```

The message says that Lean finds no constant called `Real.exp_lt_one`. The proof calls it to obtain `hlt`, the bound exp(−cV²) < 1, which is later used to show that `1 - E` and `2 - E` are nonzero. The bound itself is true, and the argument supplied, `neg_lt_zero.2 hx`, correctly proves that −cV² is negative; only the lemma name is at fault.

The repair uses `Real.exp_lt_one_iff`, an equivalence between exp(x) < 1 and x < 0. Its direction `.2` turns the negativity of the exponent into the required bound, so the same argument can be kept.

The other change, from `field_simp <;> ring` to `field_simp` and `ring` on separate lines, is mere tidying: no message concerns that line, and in both forms `ring` is run on what `field_simp` leaves.

The change, after which it compiles:

```diff
@@ -49,5 +49,5 @@
     logSensitivity (transmission c) V = crossover (c * V ^ 2) := by
   have hx : 0 < c * V ^ 2 := by positivity
-  have hlt : Real.exp (-(c * V ^ 2)) < 1 := Real.exp_lt_one (neg_lt_zero.2 hx)
+  have hlt : Real.exp (-(c * V ^ 2)) < 1 := Real.exp_lt_one_iff.2 (neg_lt_zero.2 hx)
   have hpos := Real.exp_pos (-(c * V ^ 2))
   have hexp : Real.exp (c * V ^ 2) - 1
@@ -63,5 +63,6 @@
   have h2 : 2 - E ≠ 0 := by linarith
   have h3 : E ≠ 0 := hpos.ne'
-  field_simp <;> ring
+  field_simp
+  ring
 
 end
```
